# Bath size in one-body embedding: rank of the off-diagonal block and the half-filled projector

## Definitions and conventions

Take a finite orthonormal set of spin-orbitals, split into $N$ impurity orbitals and $M$ environment orbitals. For a normalised many-fermion state with creation and annihilation operators $c_p^\dagger$, $c_p$, the one-body density matrix is $P_{pq} = \langle c_q^\dagger c_p\rangle$, and its trace is the mean number of particles in these orbitals. For a single Slater determinant whose occupied orbitals lie in the span of the set, $P$ is the orthogonal projector on the occupied orbitals, so $P^\dagger = P$ and $P^2 = P$. The opposite index convention replaces $P$ by its transpose, which is a projector exactly when $P$ is. Occupations run from 0 to 1 per spin-orbital; a spin-summed closed-shell matrix has to be halved first. The symbol $1$ denotes the identity matrix of whatever size the context requires.

```lean
import Mathlib

open Matrix
open scoped ComplexOrder

namespace EmbeddingBath

variable {n m : Type*} [Fintype n] [Fintype m] [DecidableEq n] [DecidableEq m]
```

The letters `n` and `m` are not numbers but finite index sets, the impurity labels and the environment labels. Their sizes are `Fintype.card n` $= N$ and `Fintype.card m` $= M$, and either may be zero. Opening `ComplexOrder` gives meaning to $0 \le z$ for a complex number $z$, namely that $z$ is real and non-negative; positive semidefiniteness is phrased with it.

```lean
/-- An orthogonal projector: a Hermitian idempotent matrix, the one-body density matrix
of a Slater determinant. -/
def IsProjector {k : Type*} [Fintype k] (P : Matrix k k ℂ) : Prop :=
  P.IsHermitian ∧ P * P = P
```

`Matrix k k ℂ` is a square complex matrix whose rows and columns carry labels from `k`. The definition reads $P^\dagger = P$ and $PP = P$, with `∧` for "and". No Fock space and no many-body wave function appear: being a determinant is represented by this condition on a matrix, and the link between the two is taken from the physics as a definition.

```lean
/-- One-body density matrix with impurity block `Δ`, impurity-environment block `B`
(and its adjoint) and environment block `D`. -/
def rdm (Δ : Matrix n n ℂ) (B : Matrix n m ℂ) (D : Matrix m m ℂ) :
    Matrix (n ⊕ m) (n ⊕ m) ℂ :=
  fromBlocks Δ B Bᴴ D
```

The type `n ⊕ m` is the disjoint union of the two label sets, with $N+M$ elements; `Sum.inl j` is impurity orbital $j$ and `Sum.inr i` is environment orbital $i$. `fromBlocks` takes four blocks in the order upper left, upper right, lower left, lower right, and `Bᴴ` is $B^\dagger$:

$$\mathrm{rdm}(\Delta,B,D)=\begin{pmatrix}\Delta & B\\ B^\dagger & D\end{pmatrix},$$

with $\Delta$ of size $N\times N$, $B$ of size $N\times M$ and $D$ of size $M\times M$. The lower-left block is the adjoint of $B$ by construction, while nothing is yet assumed of $\Delta$ and $D$.

```lean
/-- Embedding density matrix `[[Δ, S], [S, 1 - Δ]]` with one bath orbital per impurity
orbital. -/
def embedding (Δ S : Matrix n n ℂ) : Matrix (n ⊕ n) (n ⊕ n) ℂ :=
  fromBlocks Δ S S (1 - Δ)
```

Here the environment is a second copy of the impurity labels, so there is one bath orbital per impurity orbital. With $S$ an $N\times N$ matrix,

$$E(\Delta,S)=\begin{pmatrix}\Delta & S\\ S & 1-\Delta\end{pmatrix}.$$

The definition fixes two choices: the same matrix $S$ stands in both off-diagonal positions, and the bath block is $1-\Delta$. Both are put in by hand here.

## A projector, block by block

```lean
/-- The block density matrix is a projector exactly when `Δ` and `D` are Hermitian,
`B Bᴴ = Δ(1 - Δ)`, `B D = (1 - Δ) B` and `Bᴴ B = D(1 - D)`. -/
theorem projector_iff (Δ : Matrix n n ℂ) (B : Matrix n m ℂ) (D : Matrix m m ℂ) :
    IsProjector (rdm Δ B D) ↔
      Δ.IsHermitian ∧ D.IsHermitian ∧ B * Bᴴ = Δ * (1 - Δ) ∧
        B * D = (1 - Δ) * B ∧ Bᴴ * B = D * (1 - D) := by
  unfold IsProjector rdm
  rw [isHermitian_fromBlocks_iff, fromBlocks_multiply, fromBlocks_inj]
  constructor
  · rintro ⟨⟨hΔ, -, -, hD⟩, h11, h12, -, h22⟩
    refine ⟨hΔ, hD, ?_, ?_, ?_⟩
    · rw [Matrix.mul_sub, Matrix.mul_one]
      exact eq_sub_of_add_eq' h11
    · rw [Matrix.sub_mul, Matrix.one_mul]
      exact eq_sub_of_add_eq' h12
    · rw [Matrix.mul_sub, Matrix.mul_one]
      exact eq_sub_of_add_eq h22
  · rintro ⟨hΔ, hD, h11, h12, h22⟩
    have e12 : Δ * B + B * D = B := by
      rw [h12, Matrix.sub_mul, Matrix.one_mul]
      abel
    -- the lower-left block equation is the adjoint of the upper-right one
    have e21 : Bᴴ * Δ + D * Bᴴ = Bᴴ := by
      have h := congrArg conjTranspose e12
      rwa [conjTranspose_add, conjTranspose_mul, conjTranspose_mul, hΔ.eq, hD.eq] at h
    refine ⟨⟨hΔ, rfl, conjTranspose_conjTranspose B, hD⟩, ?_, e12, e21, ?_⟩
    · rw [h11, Matrix.mul_sub, Matrix.mul_one]
      abel
    · rw [h22, Matrix.mul_sub, Matrix.mul_one]
      abel
```

The statement is an equivalence (`↔`). The block matrix is a projector if and only if $\Delta^\dagger=\Delta$, $D^\dagger=D$ and

$$BB^\dagger=\Delta(1-\Delta),\qquad BD=(1-\Delta)B,\qquad B^\dagger B=D(1-D).$$

By hand, the adjoint of the block matrix has blocks $\Delta^\dagger, B, B^\dagger, D^\dagger$, so it is Hermitian exactly when $\Delta$ and $D$ are. Its square is

$$\begin{pmatrix}\Delta^2+BB^\dagger & \Delta B+BD\\ B^\dagger\Delta+DB^\dagger & B^\dagger B+D^2\end{pmatrix}.$$

Equating with the original matrix gives four equations. The upper-left one is $BB^\dagger=\Delta-\Delta^2$, the upper-right one is $BD=B-\Delta B$, and the lower-right one is $B^\dagger B=D-D^2$. The lower-left one, $B^\dagger\Delta+DB^\dagger=B^\dagger$, is the adjoint of the upper-right one when $\Delta$ and $D$ are Hermitian, and so adds nothing.

In the proof, the `rw` line performs the three block operations: the Hermiticity criterion, the block product, and the comparison of blocks. `constructor` separates the two directions. In the forward direction `rintro` names the block equations `h11`, `h12`, `h22` by position and discards the lower-left one with `-`; each is then rearranged by moving one term across. In the backward direction `e12` rebuilds $\Delta B+BD=B$, and `e21` applies the adjoint to both sides of it through `congrArg conjTranspose e12`, reverses the products, and replaces $\Delta^\dagger$ and $D^\dagger$ using `hΔ.eq` and `hD.eq`. The tactic `abel` closes identities such as $\Delta^2+(\Delta-\Delta^2)=\Delta$, treating each product as a single symbol.

## How many environment orbitals the impurity couples to

```lean
/-- For any projector on impurity plus environment, with impurity block `Δ` and
off-diagonal block `B`: `B Bᴴ = Δ(1 - Δ)`, the rank of `B` is that of `Δ(1 - Δ)`, and it is
at most the number of impurity orbitals. -/
theorem hybridisation_of_projector (P : Matrix (n ⊕ m) (n ⊕ m) ℂ) (hP : IsProjector P) :
    P.toBlocks₁₂ * P.toBlocks₁₂ᴴ = P.toBlocks₁₁ * (1 - P.toBlocks₁₁) ∧
      P.toBlocks₁₂.rank = (P.toBlocks₁₁ * (1 - P.toBlocks₁₁)).rank ∧
      P.toBlocks₁₂.rank ≤ Fintype.card n := by
  -- Hermiticity fixes the lower-left block as the adjoint of the upper-right one
  have h21 : P.toBlocks₁₂ᴴ = P.toBlocks₂₁ := by
    ext i j
    exact hP.1.apply (Sum.inr i) (Sum.inl j)
  have hform : rdm P.toBlocks₁₁ P.toBlocks₁₂ P.toBlocks₂₂ = P := by
    unfold rdm
    rw [h21, fromBlocks_toBlocks]
  have hP' : IsProjector (rdm P.toBlocks₁₁ P.toBlocks₁₂ P.toBlocks₂₂) := by
    rw [hform]
    exact hP
  have h := ((projector_iff _ _ _).1 hP').2.2.1
  refine ⟨h, ?_, rank_le_card_height _⟩
  rw [← h, rank_self_mul_conjTranspose]
```

Now $P$ is any projector on the $N+M$ orbitals. `P.toBlocks₁₁` is its impurity block $\Delta$ and `P.toBlocks₁₂` its impurity-environment block $B$. The theorem states

$$BB^\dagger=\Delta(1-\Delta),\qquad \operatorname{rank}B=\operatorname{rank}\Delta(1-\Delta),\qquad \operatorname{rank}B\le N .$$

By hand, Hermiticity of $P$ makes the lower-left block equal to $B^\dagger$, so $P$ has the form treated above and the first relation follows. For the second, if $BB^\dagger x=0$ for a vector $x\in\mathbb C^N$ then $x^\dagger BB^\dagger x=\|B^\dagger x\|^2=0$. Hence $BB^\dagger$ and $B^\dagger$ have the same kernel and the same rank, and $\operatorname{rank}B^\dagger=\operatorname{rank}B$. The third relation holds for every matrix with $N$ rows and does not use the projector property. Its physical reading is that $B$ annihilates every environment vector orthogonal to the range of $B^\dagger$, so that the impurity is connected through $P$ to a subspace of the environment of dimension at most $N$, however large $M$ is. The second relation gives that dimension from $\Delta$ alone: in an eigenbasis of $\Delta$ with occupations $\lambda_a$, $a=1,\dots,N$, the product $\Delta(1-\Delta)$ has eigenvalues $\lambda_a(1-\lambda_a)$, and the rank counts the occupations that differ from 0 and 1. Such statements about eigenvalues, here and below, are arguments on paper, since the Lean code never diagonalises $\Delta$.

In the proof, `h21` checks $B^\dagger = P_{21}$, the lower-left block, entry by entry. `hform` reassembles $P$ from its blocks, `.2.2.1` selects the third of the five conditions of `projector_iff`, `rank_self_mul_conjTranspose` is the kernel argument, and `rank_le_card_height` bounds a rank by the number of rows.

The pattern of these two proofs is worth reusing for any partitioned matrix. Index the matrix by a sum type, prove the identity for `fromBlocks` using `fromBlocks_multiply` and `fromBlocks_inj`, and transfer it to an arbitrary matrix with `fromBlocks_toBlocks`. No index ranges or offsets enter. Rectangular blocks do not form a ring, so distributivity is called as `Matrix.mul_sub` and `Matrix.sub_mul`; the plain `mul_sub` serves when all factors are square of one size.

```lean
/-- For the impurity block `Δ` of a projector, `Δ(1 - Δ)` is positive semidefinite. -/
theorem entanglement_psd (P : Matrix (n ⊕ m) (n ⊕ m) ℂ) (hP : IsProjector P) :
    (P.toBlocks₁₁ * (1 - P.toBlocks₁₁)).PosSemidef := by
  rw [← (hybridisation_of_projector P hP).1]
  exact posSemidef_self_mul_conjTranspose _
```

`PosSemidef` means Hermitian with $x^\dagger A x\ge 0$ for all $x$, here for $A=\Delta(1-\Delta)$. By hand, $x^\dagger\Delta(1-\Delta)x=\|B^\dagger x\|^2\ge0$, and $BB^\dagger$ is Hermitian. The proof replaces $\Delta(1-\Delta)$ by $BB^\dagger$ and cites the general fact for such products. For an eigenvector of $\Delta$ the inequality would read $\lambda_a(1-\lambda_a)\ge0$, that is $0\le\lambda_a\le1$.

```lean
/-- If the impurity block `Δ` of a projector and `1 - Δ` are both invertible, the
off-diagonal block has rank equal to the number of impurity orbitals, and the environment
has at least that many orbitals. -/
theorem bath_full_rank (P : Matrix (n ⊕ m) (n ⊕ m) ℂ) (hP : IsProjector P)
    (h0 : IsUnit P.toBlocks₁₁) (h1 : IsUnit (1 - P.toBlocks₁₁)) :
    P.toBlocks₁₂.rank = Fintype.card n ∧ Fintype.card n ≤ Fintype.card m := by
  have hr : P.toBlocks₁₂.rank = Fintype.card n := by
    rw [(hybridisation_of_projector P hP).2.1]
    exact rank_of_isUnit _ (h0.mul h1)
  refine ⟨hr, ?_⟩
  rw [← hr]
  exact rank_le_card_width _
```

For a square matrix, `IsUnit` means invertible. The hypotheses `h0` and `h1` say that $\Delta$ and $1-\Delta$ are invertible, which for Hermitian $\Delta$ amounts to no eigenvalue $\lambda_a$ of $\Delta$ (an occupation in its eigenbasis, not a diagonal entry) being exactly 0 or exactly 1. The conclusion is $\operatorname{rank}B=N$ and $N\le M$.

By hand, the product of two invertible matrices is invertible, so $\Delta(1-\Delta)$ has rank $N$, and so has $B$. A matrix with $M$ columns has rank at most $M$, hence $N\le M$. The proof follows these lines: `h0.mul h1` is the invertibility of the product, `rank_of_isUnit` gives its rank, and `rank_le_card_width` is the column bound. Since `m` is arbitrary, the theorem applies to any candidate bath: no projector with such an impurity block exists on fewer than $2N$ orbitals. Without the invertibility hypotheses smaller environments do occur; with $M=0$ the matrix $\Delta$ is itself the projector and $\Delta(1-\Delta)=0$.

## The embedding with one bath orbital per impurity orbital

```lean
/-- For Hermitian `Δ` and `S`, the embedding density matrix is a projector exactly when
`S` commutes with `Δ` and `S² = Δ(1 - Δ)`. -/
theorem embedding_projector_iff (Δ S : Matrix n n ℂ) (hΔ : Δ.IsHermitian)
    (hS : S.IsHermitian) :
    IsProjector (embedding Δ S) ↔ S * Δ = Δ * S ∧ S * S = Δ * (1 - Δ) := by
  have hform : embedding Δ S = rdm Δ S (1 - Δ) := by
    unfold embedding rdm
    rw [hS.eq]
  rw [hform, projector_iff, hS.eq]
  constructor
  · rintro ⟨-, -, h11, h12, -⟩
    refine ⟨?_, h11⟩
    -- `S (1 - Δ) = (1 - Δ) S` is the commutation of `S` with `Δ`
    rw [mul_sub, sub_mul, mul_one, one_mul] at h12
    exact sub_right_injective h12
  · rintro ⟨hc, hsq⟩
    refine ⟨hΔ, isHermitian_one.sub hΔ, hsq, ?_, ?_⟩
    · rw [mul_sub, sub_mul, mul_one, one_mul, hc]
    · rw [hsq]
      noncomm_ring
```

For Hermitian $\Delta$ and $S$, the matrix $E(\Delta,S)$ is a projector if and only if $S\Delta=\Delta S$ and $S^2=\Delta(1-\Delta)$.

By hand, set $B=S$ and $D=1-\Delta$ in the block criterion, which is allowed because $S^\dagger=S$. The three equations become

$$S^2=\Delta(1-\Delta),\qquad S(1-\Delta)=(1-\Delta)S,\qquad S^2=(1-\Delta)\bigl(1-(1-\Delta)\bigr).$$

The second is $S-S\Delta=S-\Delta S$, which is the commutation. The right-hand side of the third expands to $\Delta-\Delta^2$, so it repeats the first. The block $1-\Delta$ is Hermitian because $\Delta$ is.

In Lean, `hform` identifies the embedding matrix with `rdm Δ S (1 - Δ)`. Going forward, `sub_right_injective` cancels the common $S$ in $S-S\Delta=S-\Delta S$. Going back, `noncomm_ring` expands both sides of $\Delta(1-\Delta)=(1-\Delta)(1-(1-\Delta))$ without assuming that matrix products commute.

```lean
/-- The trace of the embedding density matrix is the number of impurity orbitals. -/
theorem trace_embedding (Δ S : Matrix n n ℂ) :
    (embedding Δ S).trace = Fintype.card n := by
  have h : (embedding Δ S).trace = Δ.trace + (1 - Δ).trace := by
    simp [embedding, Matrix.trace, Fintype.sum_sum_type]
  rw [h, trace_sub, trace_one]
  ring
```

The trace of $E(\Delta,S)$ equals $N$ for all $\Delta$ and $S$, with no hypothesis on either; the natural number $N$ is read as a complex number. By hand,

$$\operatorname{tr}E=\operatorname{tr}\Delta+\operatorname{tr}(1-\Delta)=\operatorname{tr}\Delta+N-\operatorname{tr}\Delta=N .$$

The step `h` splits the diagonal sum over `n ⊕ n` into its impurity and bath halves with `Fintype.sum_sum_type`, and the rest is linearity of the trace with $\operatorname{tr}1=N$. The filling therefore follows from the choice of the bath block alone, whether or not $E$ is a projector. For a projector $\mathrm{rdm}(\Delta,B,D)$ with $M=N$ and with $\Delta$ and $1-\Delta$ invertible, it is not a free choice: $B$ is then invertible, $BD=(1-\Delta)B$ gives $D=B^{-1}(1-\Delta)B$, and the trace is again $N$. This last remark is an argument on paper.

```lean
/-- If Hermitian `S` commutes with Hermitian `Δ` and `S² = Δ(1 - Δ)`, the embedding density
matrix is a projector with impurity block `Δ` and trace `Fintype.card n`, which is half the number of
its orbitals. -/
theorem embedding_half_filled (Δ S : Matrix n n ℂ) (hΔ : Δ.IsHermitian)
    (hS : S.IsHermitian) (hc : S * Δ = Δ * S) (hsq : S * S = Δ * (1 - Δ)) :
    IsProjector (embedding Δ S) ∧ (embedding Δ S).toBlocks₁₁ = Δ ∧
      (embedding Δ S).trace = Fintype.card n ∧
      2 * (embedding Δ S).trace = Fintype.card (n ⊕ n) := by
  refine ⟨(embedding_projector_iff Δ S hΔ hS).2 ⟨hc, hsq⟩, toBlocks_fromBlocks₁₁ _ _ _ _,
    trace_embedding Δ S, ?_⟩
  rw [trace_embedding, Fintype.card_sum]
  push_cast
  ring
```

The hypotheses are $\Delta^\dagger=\Delta$, $S^\dagger=S$, $S\Delta=\Delta S$ and $S^2=\Delta(1-\Delta)$. There are four conclusions: $E$ is a projector, its impurity block is $\Delta$, $\operatorname{tr}E=N$, and $2\operatorname{tr}E$ equals the number $N+N$ of orbitals. Read physically, $E$ is the density matrix of a determinant with $N$ particles in $2N$ orbitals that reproduces the given impurity block. The proof collects the backward direction of `embedding_projector_iff`, the read-out of the upper-left block, and `trace_embedding`; the last goal is $2N=N+N$ after `Fintype.card_sum`.

In the standard form of density matrix embedding the bath is built from a mean-field determinant, and in rotationally invariant slave-boson and Gutzwiller schemes the matrix $[\Delta(1-\Delta)]^{1/2}$ enters the embedding conditions; the theorems supply the linear algebra behind one bath orbital per impurity orbital, for a finite, number-conserving, single-determinant density matrix. They say nothing about an interacting embedding Hamiltonian, a self-consistency condition, finite temperature or pairing. The matrix $S$ is assumed, not constructed. Nor do the theorems derive $E$ from a given larger projector $P$ by rotating its environment orbitals.

An alternative model would assume that $\Delta$ and $1-\Delta$ are positive semidefinite and define $S$ as the positive square root of $\Delta(1-\Delta)$. The theorem would then be about $\Delta$ alone and would deliver an embedding for every admissible impurity block, at the price of deriving the commutation from the spectral theorem or a functional calculus. It would also single out one root, whereas the present hypotheses admit any Hermitian root that commutes with $\Delta$: they are unchanged under $S\to-S$, for instance.

## A two-orbital example

```lean
/-- A non-diagonal two-orbital impurity density matrix. -/
noncomputable def deltaEx : Matrix (Fin 2) (Fin 2) ℂ := !![1 / 2, 3 / 10; 3 / 10, 1 / 2]
```

The index set `Fin 2` has the labels 0 and 1, and `!![a, b; c, d]` lists a matrix row by row:

$$\Delta=\begin{pmatrix}1/2&3/10\\3/10&1/2\end{pmatrix}.$$

The normalised vectors $(1,1)/\sqrt2$ and $(1,-1)/\sqrt2$ would diagonalise it with occupations $1/2\pm3/10$, that is $4/5$ and $1/5$.

```lean
/-- An impurity-bath block for two impurity and two bath orbitals. -/
noncomputable def couplingEx : Matrix (Fin 2) (Fin 2) ℂ := !![2 / 5, 0; 0, 2 / 5]
```

This is $S=\tfrac25\cdot 1$, a multiple of the $2\times2$ identity.

```lean
/-- The pair `deltaEx`, `couplingEx` is Hermitian, commutes and satisfies `S² = Δ(1 - Δ)`,
with `Δ` and `1 - Δ` of nonzero determinant. -/
theorem embedding_witness :
    deltaEx.IsHermitian ∧ couplingEx.IsHermitian ∧
      couplingEx * deltaEx = deltaEx * couplingEx ∧
      couplingEx * couplingEx = deltaEx * (1 - deltaEx) ∧
      deltaEx.det ≠ 0 ∧ (1 - deltaEx).det ≠ 0 := by
  refine ⟨?_, ?_, ?_, ?_, ?_, ?_⟩
  · ext i j
    fin_cases i <;> fin_cases j <;> simp [deltaEx, conjTranspose_apply]
  · ext i j
    fin_cases i <;> fin_cases j <;> simp [couplingEx, conjTranspose_apply]
  · ext i j
    fin_cases i <;> fin_cases j <;>
      simp [deltaEx, couplingEx, Matrix.mul_apply, Fin.sum_univ_succ] <;> norm_num
  · ext i j
    fin_cases i <;> fin_cases j <;>
      simp [deltaEx, couplingEx, Matrix.mul_apply, Fin.sum_univ_succ, Matrix.one_apply] <;>
      norm_num
  · norm_num [deltaEx, det_fin_two]
  · norm_num [deltaEx, det_fin_two, Matrix.one_apply]

end EmbeddingBath
```

The first four claims are the hypotheses of `embedding_half_filled` for this pair, and the last two say that $\det\Delta\neq0$ and $\det(1-\Delta)\neq0$, the determinant form of the invertibility used in `bath_full_rank`.

By hand, both matrices are real and symmetric, and a multiple of the identity commutes with everything. The square $\Delta^2$ has diagonal entries $1/4+9/100=34/100$ and off-diagonal entries $2\cdot\tfrac12\cdot\tfrac3{10}=3/10$, so $\Delta-\Delta^2=\tfrac{16}{100}\cdot1=\tfrac4{25}\cdot1=S^2$. Both determinants are $1/4-9/100=4/25$. In the proof, `ext i j` reduces each matrix equation to entries, `fin_cases` runs through the four index pairs, and `simp` with `norm_num` does the arithmetic.

The same $\Delta$ suggests why commutation is listed separately from the square-root condition. The matrix $S'=\tfrac25\,\mathrm{diag}(1,-1)$ is Hermitian with $S'^2=\tfrac4{25}\cdot1$, yet the entries of $S'\Delta$ and $\Delta S'$ in row 0, column 1 come out as $3/25$ and $-3/25$, so it would fail the criterion of `embedding_projector_iff`.

```lean
#print axioms EmbeddingBath.entanglement_psd
#print axioms EmbeddingBath.bath_full_rank
#print axioms EmbeddingBath.embedding_half_filled
```

```
'EmbeddingBath.entanglement_psd' depends on axioms: [propext, Classical.choice, Quot.sound]
'EmbeddingBath.bath_full_rank' depends on axioms: [propext, Classical.choice, Quot.sound]
'EmbeddingBath.embedding_half_filled' depends on axioms: [propext, Classical.choice, Quot.sound]
```
